# A solution of the Bloch equation factorises the characteristic polynomial of a block Hamiltonian

## A correlation operator given by its equation

The Hamiltonian is taken here as a finite matrix already divided into blocks, and the correlation operator as a rectangular matrix $X$ that satisfies a quadratic equation, not as the sum of a perturbation series. Write

$$H=\begin{pmatrix}A&B\\C&D\end{pmatrix},$$

where $A$ acts on the model space, $D$ on its complement, and $B$ and $C$ couple the two. The matrix $X$ takes a model-space vector $v$ to the part of the state outside the model space, so the full state is $(v,Xv)$. The space of all such states is invariant under $H$ when

$$C+DX=X(A+BX).$$

This is the Bloch equation, a matrix Riccati equation. Two matrices are built from $X$, one for each block: the effective Hamiltonian $G=A+BX$, which appears on the right of the equation, and the complementary Hamiltonian $F=D-XB$. In electronic structure, $G$ is an energy-independent effective Hamiltonian for a chosen set of configurations, here in a finite orthonormal basis and with $X$ an exact solution.

## What is stated, and for which matrices

With $p_M(\lambda)=\det(\lambda 1-M)$, the main theorem, `charpoly_eq_mul`, says that if $X$ solves the Bloch equation, then

$$p_H=p_G\,p_F .$$

Over the complex numbers, the eigenvalues of $H$, counted with algebraic multiplicity, are therefore those of $G$ together with those of $F$.

In Lean, the finite types `m` and `n` label the basis states of the model space and its complement, and `fromBlocks A B C D` is $H$. The entries lie in any commutative ring `R`, which includes $\mathbb R$ and $\mathbb C$. Hermiticity is not assumed; a Hermitian $H$ has $C=B^\dagger$, but even then $G$ need not be Hermitian. `BlochEquation A B C D X` is a hypothesis of the factorisation: the theorem does not supply a solution or say which eigenvalues a given solution assigns to $G$.

Two further theorems connect $X$ with states. `eigen_equation_iff` says that, for such an $X$, the stacked vector $(v,Xv)$, written `Sum.elim v (X *ᵥ v)`, satisfies the eigenvalue equation of $H$ at $E$ exactly when $v$ satisfies that of $G$. The zero vector is allowed; a nonzero $v$ gives a nonzero full state. `blochEquation_of_invariant` constructs $X$ from an invariant set of columns whose model-space part is invertible, a condition written `IsUnit P.det`. Over a field this means $\det P\neq0$: the chosen states must remain linearly independent when projected onto the model space.

## Triangular form and the two spectra

Let

$$W=\begin{pmatrix}1&0\\X&1\end{pmatrix},\qquad T=\begin{pmatrix}G&B\\0&F\end{pmatrix}.$$

Replacing $X$ by $-X$ in $W$ gives its inverse. Multiplying out,

$$HW=\begin{pmatrix}G&B\\C+DX&D\end{pmatrix},\qquad
WT=\begin{pmatrix}G&B\\XG&XB+F\end{pmatrix}.$$

Since $XB+F=D$, the two products agree exactly when $C+DX=XG$. The Bloch equation is thus equivalent to $HW=WT$, or $W^{-1}HW=T$. Similar matrices have the same characteristic polynomial, and the determinant of a block triangular matrix is the product of its diagonal-block determinants, so $p_H=p_T=p_Gp_F$.

For the states,

$$H\begin{pmatrix}v\\Xv\end{pmatrix}
=\begin{pmatrix}Gv\\(C+DX)v\end{pmatrix}
=\begin{pmatrix}Gv\\XGv\end{pmatrix}.$$

If this equals $E(v,Xv)$, the upper part gives $Gv=Ev$. Conversely, $Gv=Ev$ gives $XGv=EXv$, which is the lower part.

## Recovering X from an invariant subspace

Stack the matrices $P$ and $Q$ as the model and complementary parts of a set of columns, and suppose that $H$ maps these columns to combinations of themselves with coefficients $K$:

$$AP+BQ=PK,\qquad CP+DQ=QK.$$

If $P$ is invertible, put $X=QP^{-1}$. Then

$$A+BX=(AP+BQ)P^{-1}=PKP^{-1},$$

$$C+DX=(CP+DQ)P^{-1}=QKP^{-1}=QP^{-1}\,PKP^{-1}=X(A+BX).$$

## Three levels with integer entries

Take

$$H=\begin{pmatrix}0&1&1\\1&0&1\\1&1&2\end{pmatrix},\qquad X=\begin{pmatrix}1&1\end{pmatrix},$$

with the first two levels as model space. Both sides of the Bloch equation are $(3,3)$. Here

$$G=\begin{pmatrix}1&2\\2&1\end{pmatrix},\qquad F=(0),$$

so $G$ has eigenvalues $3$ and $-1$, and $F$ supplies $0$. The model vectors $(1,1)$ and $(1,-1)$ lift to $(1,1,2)$ and $(1,-1,0)$; normalised, these are $(1,1,2)/\sqrt6$ and $(1,-1,0)/\sqrt2$.

## From computed eigenvectors to an effective Hamiltonian

In a numerical calculation, one can compute as many target eigenvectors as there are model states, place their model components in the columns of $P$ and the remaining components in $Q$, and let $K$ be the diagonal matrix of energies. If $P$ is invertible, solving $XP=Q$ as a linear system then gives $X$, and with it $G=A+BX$. A nearly singular $P$ makes this step ill-conditioned.

When $X$ is found iteratively instead, the residual $C+DX-X(A+BX)$ can be monitored: it vanishes exactly when the current matrix solves the Bloch equation.

## The Lean file

```lean
import Mathlib

open Matrix

namespace BlochWaveOperator

variable {R m n : Type*} [CommRing R] [Fintype m] [Fintype n]
  [DecidableEq m] [DecidableEq n]

/-- The effective Hamiltonian `A + B X` on the model space. -/
def effectiveHamiltonian (A : Matrix m m R) (B : Matrix m n R) (X : Matrix n m R) :
    Matrix m m R :=
  A + B * X

/-- The complementary Hamiltonian `D - X B` on the space outside the model space. -/
def complementHamiltonian (B : Matrix m n R) (D : Matrix n n R) (X : Matrix n m R) :
    Matrix n n R :=
  D - X * B

/-- The Bloch equation `C + D X = X (A + B X)` for the correlation operator `X`,
which maps the model space to its complement. -/
def BlochEquation (A : Matrix m m R) (B : Matrix m n R) (C : Matrix n m R)
    (D : Matrix n n R) (X : Matrix n m R) : Prop :=
  C + D * X = X * effectiveHamiltonian A B X

/-- The transformation `[[1, 0], [X, 1]]`, whose first block column is the
wave operator `v ↦ (v, X v)`. -/
def waveTransform (X : Matrix n m R) : Matrix (m ⊕ n) (m ⊕ n) R :=
  fromBlocks 1 0 X 1

/-- The transformation built from `-X` undoes the one built from `X`. -/
theorem waveTransform_mul_neg (X : Matrix n m R) :
    waveTransform X * waveTransform (-X) = 1 := by
  simp [waveTransform, fromBlocks_multiply]

/-- The Bloch equation holds exactly when the wave transformation brings the Hamiltonian
to block triangular form, with the effective and complementary Hamiltonians on the diagonal. -/
theorem blochEquation_iff_triangular (A : Matrix m m R) (B : Matrix m n R)
    (C : Matrix n m R) (D : Matrix n n R) (X : Matrix n m R) :
    BlochEquation A B C D X ↔
      fromBlocks A B C D * waveTransform X =
        waveTransform X *
          fromBlocks (effectiveHamiltonian A B X) B 0 (complementHamiltonian B D X) := by
  simp [BlochEquation, waveTransform, effectiveHamiltonian, complementHamiltonian,
    fromBlocks_multiply, fromBlocks_inj]

/-- If `X` solves the Bloch equation, the characteristic polynomial of the full Hamiltonian
is the product of those of the effective and complementary Hamiltonians. -/
theorem charpoly_eq_mul (A : Matrix m m R) (B : Matrix m n R)
    (C : Matrix n m R) (D : Matrix n n R) (X : Matrix n m R)
    (h : BlochEquation A B C D X) :
    (fromBlocks A B C D).charpoly =
      (effectiveHamiltonian A B X).charpoly * (complementHamiltonian B D X).charpoly := by
  have tri := (blochEquation_iff_triangular A B C D X).1 h
  have inv := waveTransform_mul_neg X
  have inv' : waveTransform (-X) * waveTransform X = 1 := by
    simpa using waveTransform_mul_neg (-X)
  set T := fromBlocks (effectiveHamiltonian A B X) B 0 (complementHamiltonian B D X) with hT
  calc (fromBlocks A B C D).charpoly
      = (fromBlocks A B C D * (waveTransform X * waveTransform (-X))).charpoly := by
        rw [inv, mul_one]
    -- pass to the block triangular form
    _ = (waveTransform X * (T * waveTransform (-X))).charpoly := by
        rw [← mul_assoc, tri, mul_assoc]
    -- cyclic invariance moves `waveTransform X` to the end
    _ = (T * waveTransform (-X) * waveTransform X).charpoly :=
        Matrix.charpoly_mul_comm _ _
    _ = T.charpoly := by rw [mul_assoc, inv', mul_one]
    _ = _ := by rw [hT, Matrix.charpoly_fromBlocks_zero₂₁]

omit [DecidableEq m] [DecidableEq n] in
/-- If `X` solves the Bloch equation, `(v, X v)` satisfies the eigenvalue equation of the full
Hamiltonian at energy `E` exactly when `v` satisfies that of the effective Hamiltonian at `E`. -/
theorem eigen_equation_iff (A : Matrix m m R) (B : Matrix m n R)
    (C : Matrix n m R) (D : Matrix n n R) (X : Matrix n m R)
    (h : BlochEquation A B C D X) (E : R) (v : m → R) :
    fromBlocks A B C D *ᵥ Sum.elim v (X *ᵥ v) = E • Sum.elim v (X *ᵥ v) ↔
      effectiveHamiltonian A B X *ᵥ v = E • v := by
  have h' : C + D * X = X * effectiveHamiltonian A B X := h
  -- the full Hamiltonian acts on the lifted vector through the effective one
  have key : fromBlocks A B C D *ᵥ Sum.elim v (X *ᵥ v) =
      Sum.elim (effectiveHamiltonian A B X *ᵥ v)
        (X *ᵥ (effectiveHamiltonian A B X *ᵥ v)) := by
    rw [fromBlocks_mulVec]
    simp only [Sum.elim_comp_inl, Sum.elim_comp_inr, mulVec_mulVec, ← add_mulVec]
    rw [h']
    rfl
  rw [key]
  constructor
  · intro e
    funext i
    have := congrFun e (Sum.inl i)
    simpa using this
  · intro e
    rw [e, mulVec_smul]
    ext (i | i) <;> simp

omit [DecidableEq n] in
/-- Let the columns of `(P, Q)` be mapped by the Hamiltonian into their own combinations, with
coefficients `K`, and let the model-space part `P` be invertible. Then `X = Q P⁻¹` solves the
Bloch equation and the effective Hamiltonian is `P K P⁻¹`. -/
theorem blochEquation_of_invariant (A : Matrix m m R) (B : Matrix m n R)
    (C : Matrix n m R) (D : Matrix n n R) (P K : Matrix m m R) (Q : Matrix n m R)
    (hP : IsUnit P.det) (h₁ : A * P + B * Q = P * K) (h₂ : C * P + D * Q = Q * K) :
    BlochEquation A B C D (Q * P⁻¹) ∧
      effectiveHamiltonian A B (Q * P⁻¹) = P * K * P⁻¹ := by
  have r : P * P⁻¹ = 1 := Matrix.mul_nonsing_inv P hP
  have l : P⁻¹ * P = 1 := Matrix.nonsing_inv_mul P hP
  have e : effectiveHamiltonian A B (Q * P⁻¹) = P * K * P⁻¹ := by
    calc A + B * (Q * P⁻¹) = (A * P + B * Q) * P⁻¹ := by
          rw [Matrix.add_mul, Matrix.mul_assoc, Matrix.mul_assoc, r, Matrix.mul_one]
      _ = P * K * P⁻¹ := by rw [h₁]
  refine ⟨?_, e⟩
  unfold BlochEquation
  rw [e]
  calc C + D * (Q * P⁻¹) = (C * P + D * Q) * P⁻¹ := by
        rw [Matrix.add_mul, Matrix.mul_assoc, Matrix.mul_assoc, r, Matrix.mul_one]
    _ = Q * K * P⁻¹ := by rw [h₂]
    -- insert `P⁻¹ P = 1` between `Q` and `K`
    _ = Q * P⁻¹ * (P * K * P⁻¹) := by
        simp only [Matrix.mul_assoc]
        rw [← Matrix.mul_assoc P⁻¹ P, l, Matrix.one_mul]

/-- For the symmetric three-level Hamiltonian with rows `(0, 1, 1)`, `(1, 0, 1)`, `(1, 1, 2)`
and the first two levels as model space, `X = (1, 1)` solves the Bloch equation. -/
theorem blochEquation_witness :
    BlochEquation (!![0, 1; 1, 0] : Matrix (Fin 2) (Fin 2) ℤ)
      (!![1; 1] : Matrix (Fin 2) (Fin 1) ℤ) (!![1, 1] : Matrix (Fin 1) (Fin 2) ℤ)
      (!![2] : Matrix (Fin 1) (Fin 1) ℤ) (!![1, 1] : Matrix (Fin 1) (Fin 2) ℤ) := by
  unfold BlochEquation effectiveHamiltonian
  ext i j
  fin_cases i
  fin_cases j <;> norm_num [Matrix.mul_apply, Fin.sum_univ_succ]

end BlochWaveOperator
```

```lean
#print axioms BlochWaveOperator.blochEquation_iff_triangular
#print axioms BlochWaveOperator.charpoly_eq_mul
#print axioms BlochWaveOperator.eigen_equation_iff
#print axioms BlochWaveOperator.blochEquation_of_invariant
```

```
'BlochWaveOperator.blochEquation_iff_triangular' depends on axioms: [propext, Classical.choice, Quot.sound]
'BlochWaveOperator.charpoly_eq_mul' depends on axioms: [propext, Classical.choice, Quot.sound]
'BlochWaveOperator.eigen_equation_iff' depends on axioms: [propext, Classical.choice, Quot.sound]
'BlochWaveOperator.blochEquation_of_invariant' depends on axioms: [propext, Classical.choice, Quot.sound]
```

## How the proofs follow the algebra

`waveTransform_mul_neg` multiplies the two block matrices and supplies the inverse of $W$. In `blochEquation_iff_triangular`, `fromBlocks_multiply` forms $HW$ and $WT$, and `fromBlocks_inj` compares them block by block. Only the lower-left block leaves a condition, the Bloch equation.

The `calc` chain in `charpoly_eq_mul` carries out the similarity argument without a matrix inverse symbol. It inserts $WW^{-1}=1$ after $H$, replaces $HW$ by $WT$, and uses `Matrix.charpoly_mul_comm` to move the leading $W$ to the end, where it cancels. `Matrix.charpoly_fromBlocks_zero₂₁` then splits the polynomial of $T$.

In `eigen_equation_iff`, `key` is the formula for $H(v,Xv)$. One direction reads off the model-space components; the other substitutes $Gv=Ev$ and checks both parts.

`blochEquation_of_invariant` first proves $G=PKP^{-1}$, then uses it on the right of the Bloch equation. Its last step inserts $P^{-1}P=1$ between $Q$ and $K$, as in the derivation above. Finally, `blochEquation_witness` checks the two entries of the three-level Bloch equation by integer arithmetic.
